# For odd N ≥ 3, classical unit spins with antiferromagnetic coupling 1 between all pairs reach the energy −N/2 in a plane but only −(N−1)/2 when collinear

**Q:** Put three classical spins of length 1 on a triangle and let the energy be the sum of their pairwise inner products, so that each pair favours antiparallel alignment. A calculation that admits only up and down spins finds $-1$ at best, although $-3/2$ is reachable once the spins may point in any direction in a plane. What is the general argument, before any Lean?

**A:** Take $N$ classical unit vectors $s_0,\dots,s_{N-1}$ with energy $E=\sum_{i<j}\langle s_i,s_j\rangle$. Expanding the square of the total spin $S=\sum_i s_i$ gives

$$|S|^2=\sum_i|s_i|^2+2\sum_{i<j}\langle s_i,s_j\rangle=N+2E .$$

So $E=(|S|^2-N)/2\ge -N/2$, with equality exactly when $S=0$. In the plane, give spin $k$ the angle $2\pi k/N$. With $\omega=e^{2\pi i/N}\neq1$ for $N\ge2$, the total is $\sum_k\omega^k=(\omega^N-1)/(\omega-1)=0$, and the bound is attained.

Collinear spins are $s_i=\sigma_i e$ with $\sigma_i=\pm1$ and $|e|=1$. Then $S=Me$ with $M=\sum_i\sigma_i$, and $E=(M^2-N)/2$. Each $\sigma_i-1$ is even, so $M$ has the parity of $N$. For odd $N$ this forces $M^2\ge1$ and $E\ge-(N-1)/2$, which alternating signs attain with $M=1$.

**Q:** Show me the triangle in numbers.

**A:** The spins are $(1,0)$, $(-\tfrac12,\tfrac{\sqrt3}2)$ and $(-\tfrac12,-\tfrac{\sqrt3}2)$. The three inner products are $-\tfrac12$, $-\tfrac12$ and $\tfrac14-\tfrac34=-\tfrac12$, so $E=-\tfrac32$. The signs $+,-,+$ give $-1+1-1=-1$.

**Q:** Now the formal version. What is a spin there, and where is the exchange constant?

**A:** A spin is a vector in a real inner product space, and a configuration is a function on `Fin N`, numbered from 0. In the code the letter `E` names this space, and the energy is called `pairEnergy`.

```lean
import Mathlib

open Finset

namespace FrustratedSpins

noncomputable section

variable {E : Type*} [NormedAddCommGroup E] [InnerProductSpace ℝ E] {N : ℕ}
```

The exchange constant is set to 1: it stands for an antiferromagnetic coupling of the same strength between every pair, not only between neighbours.

```lean
/-- The antiferromagnetic pair energy: the sum of the inner products of the spins over all
pairs `i < j`. -/
def pairEnergy (s : Fin N → E) : ℝ :=
  ∑ i, ∑ j with i < j, inner ℝ (s i) (s j)
```

**Q:** Does "collinear" fix the axis in advance?

**A:** No. The axis `e` may be any unit vector, but all spins share it. The signs are integers, which makes the parity argument available later.

```lean
/-- A collinear configuration: every spin is `+e` or `-e` for one common unit vector `e`. -/
def IsCollinear (s : Fin N → E) : Prop :=
  ∃ e : E, ‖e‖ = 1 ∧ ∃ σ : Fin N → ℤ,
    (∀ i, σ i = 1 ∨ σ i = -1) ∧ s = fun i => (σ i : ℝ) • e
```

The two trial configurations are the ones used above.

```lean
/-- The alternating configuration `e, -e, e, ...` of `N` spins. -/
def alternating (N : ℕ) (e : E) : Fin N → E :=
  fun i => (((-1 : ℤ) ^ (i : ℕ) : ℤ) : ℝ) • e

/-- The planar spiral of `N ≥ 1` spins, in which spin `k` has the angle `2πk/N`. -/
def spiral (N : ℕ) : Fin N → EuclideanSpace ℝ (Fin 2) :=
  fun k => !₂[Real.cos (2 * Real.pi * (k : ℕ) / N), Real.sin (2 * Real.pi * (k : ℕ) / N)]
```

**Q:** How does Lean obtain the identity for $|S|^2$?

**A:** It splits the double sum into pairs with $i<j$, $j<i$ and $i=j$. Exchanging the summation order (`Finset.sum_comm`) makes the first two parts equal, and the diagonal contributes $N$.

```lean
/-- For unit spins, the squared length of the total spin is `N` plus twice the pair energy. -/
theorem norm_sq_total (s : Fin N → E) (hs : ∀ i, ‖s i‖ = 1) :
    ‖∑ i, s i‖ ^ 2 = N + 2 * pairEnergy s := by
  -- each ordered pair lies above, below or on the diagonal
  have split : ∀ i j, inner ℝ (s i) (s j) =
      (if i < j then inner ℝ (s i) (s j) else 0) +
      (if j < i then inner ℝ (s j) (s i) else 0) + (if i = j then (1 : ℝ) else 0) := by
    intro i j
    rcases lt_trichotomy i j with h | h | h
    · rw [if_pos h, if_neg (lt_asymm h), if_neg h.ne]
      ring
    · subst h
      rw [real_inner_self_eq_norm_sq, hs]
      simp
    · rw [if_neg (lt_asymm h), if_pos h, if_neg h.ne']
      linarith [real_inner_comm (s i) (s j)]
  have swap : ∑ i, ∑ j, (if j < i then inner ℝ (s j) (s i) else 0) =
      ∑ i, ∑ j, (if i < j then inner ℝ (s i) (s j) else 0) := Finset.sum_comm
  have diag : ∑ i : Fin N, ∑ j : Fin N, (if i = j then (1 : ℝ) else 0) = N := by simp
  have total : ∑ i, ∑ j, inner ℝ (s i) (s j) = ∑ i, ∑ j,
      ((if i < j then inner ℝ (s i) (s j) else 0) +
      (if j < i then inner ℝ (s j) (s i) else 0) + (if i = j then (1 : ℝ) else 0)) :=
    Finset.sum_congr rfl fun i _ => Finset.sum_congr rfl fun j _ => split i j
  rw [← real_inner_self_eq_norm_sq, sum_inner]
  simp only [inner_sum]
  rw [total]
  simp only [Finset.sum_add_distrib]
  rw [swap, diag]
  simp only [pairEnergy, Finset.sum_filter]
  ring
```

The bound and its equality case follow because a square is nonnegative and vanishes only with the vector. Both hold in any dimension.

```lean
/-- In any dimension, the pair energy of `N` unit spins is at least `-N/2`. -/
theorem pairEnergy_ge (s : Fin N → E) (hs : ∀ i, ‖s i‖ = 1) :
    -(N : ℝ) / 2 ≤ pairEnergy s := by
  linarith [norm_sq_total s hs, sq_nonneg ‖∑ i, s i‖]

/-- Unit spins have the pair energy `-N/2` exactly when their total spin vanishes. -/
theorem pairEnergy_eq_iff (s : Fin N → E) (hs : ∀ i, ‖s i‖ = 1) :
    pairEnergy s = -(N : ℝ) / 2 ↔ ∑ i, s i = 0 := by
  have h := norm_sq_total s hs
  constructor
  · intro hE
    have h0 : ‖∑ i, s i‖ ^ 2 = 0 := by rw [h, hE]; ring
    exact norm_eq_zero.mp (pow_eq_zero_iff (two_ne_zero) |>.mp h0)
  · intro h0
    rw [h0, norm_zero] at h
    linarith
```

For the spiral, Lean sums the roots of unity in the complex plane, then takes real and imaginary parts as the two spin components.

```lean
/-- The planar spiral of `N ≥ 2` spins has zero total spin. -/
theorem spiral_total (hN : 2 ≤ N) : ∑ k, spiral N k = 0 := by
  -- the N-th roots of unity sum to zero
  have hz : ∑ k : Fin N,
      Complex.exp (((2 * Real.pi * (k : ℕ) / N : ℝ) : ℂ) * Complex.I) = 0 := by
    have h := (Complex.isPrimitiveRoot_exp N (by omega)).geom_sum_eq_zero (by omega)
    rw [Finset.sum_range] at h
    refine Eq.trans (Finset.sum_congr rfl fun k _ => ?_) h
    rw [← Complex.exp_nat_mul]
    congr 1
    push_cast
    ring
  -- real and imaginary parts are the two spin components
  have hc : ∑ k : Fin N, Real.cos (2 * Real.pi * (k : ℕ) / N) = 0 := by
    have h := congrArg Complex.re hz
    simpa only [Complex.re_sum, Complex.exp_ofReal_mul_I_re, Complex.zero_re] using h
  have hs : ∑ k : Fin N, Real.sin (2 * Real.pi * (k : ℕ) / N) = 0 := by
    have h := congrArg Complex.im hz
    simpa only [Complex.im_sum, Complex.exp_ofReal_mul_I_im, Complex.zero_im] using h
  ext i
  fin_cases i
  · simpa [spiral] using hc
  · simpa [spiral] using hs
```

**Q:** Is the collinear energy really the Ising one?

**A:** Yes, since $\langle\sigma_ie,\sigma_je\rangle=\sigma_i\sigma_j$. The next lemma says so, and the one after it inserts $S=Me$ into the identity.

```lean
/-- For spins `σ_i e` along a unit vector `e`, the pair energy is the Ising sum of
`σ_i σ_j` over `i < j`. -/
theorem pairEnergy_ising {e : E} (he : ‖e‖ = 1) (σ : Fin N → ℤ) :
    pairEnergy (fun i => (σ i : ℝ) • e) = ∑ i, ∑ j with i < j, (σ i : ℝ) * σ j := by
  unfold pairEnergy
  refine Finset.sum_congr rfl fun i _ => Finset.sum_congr rfl fun j _ => ?_
  rw [real_inner_smul_left, real_inner_smul_right, real_inner_self_eq_norm_sq, he]
  ring

/-- For spins `σ_i e` with `σ_i = ±1` and `e` a unit vector, the pair energy is
`(M² - N)/2`, where `M` is the sum of the `σ_i`. -/
theorem pairEnergy_collinear {e : E} (he : ‖e‖ = 1) (σ : Fin N → ℤ)
    (hσ : ∀ i, σ i = 1 ∨ σ i = -1) :
    pairEnergy (fun i => (σ i : ℝ) • e) = (((∑ i, σ i : ℤ) : ℝ) ^ 2 - N) / 2 := by
  have h := norm_sq_total (fun i => (σ i : ℝ) • e) (fun i => by
    rcases hσ i with h | h <;> simp [h, he])
  rw [← Finset.sum_smul, norm_smul, he, mul_one, Real.norm_eq_abs, sq_abs] at h
  push_cast
  linarith
```

The alternating sum of signs is 0 for even $N$ and 1 for odd $N$. Even $N$ therefore reaches $-N/2$ with collinear spins, and the gap disappears.

```lean
/-- The alternating configuration along a unit vector has the pair energy `-N/2` for even `N`
and `-(N-1)/2` for odd `N`. -/
theorem pairEnergy_alternating {e : E} (he : ‖e‖ = 1) :
    pairEnergy (alternating N e) =
      if Even N then -(N : ℝ) / 2 else -((N : ℝ) - 1) / 2 := by
  have hsum : ∑ i ∈ Finset.range N, (-1 : ℤ) ^ i = if Even N then 0 else 1 :=
    neg_one_geom_sum
  rw [Finset.sum_range] at hsum
  have h := pairEnergy_collinear he (fun i : Fin N => (-1 : ℤ) ^ (i : ℕ))
    (fun i => neg_one_pow_eq_or ℤ (i : ℕ))
  beta_reduce at h
  rw [hsum] at h
  rw [show pairEnergy (alternating N e) = _ from h]
  split_ifs <;> push_cast <;> ring
```

**Q:** And the final theorem gives minima, not just bounds?

**A:** `IsLeast` says that the value belongs to the set of energies and that no energy in the set is lower. The first set comes from all unit spins in `EuclideanSpace ℝ (Fin 2)`, the second from the collinear ones in the same plane. Among odd $N$, the condition `3 ≤ N` excludes only $N=1$, where a lone spin has energy 0 and not $-1/2$.

The proof has four parts, attainment and lower bound for each set. In the last, `hdvd` records that $M-N$ is even, `omega` concludes $M\ne0$, and hence $M^2\ge1$.

```lean
/-- Frustration favours noncollinear spins: for odd `N ≥ 3`, the minimum of the pair energy
over unit spins in the plane is `-N/2`, and over collinear ones it is `-(N-1)/2`. -/
theorem frustration_favours_noncollinear (hodd : Odd N) (hN : 3 ≤ N) :
    IsLeast (pairEnergy '' {s : Fin N → EuclideanSpace ℝ (Fin 2) | ∀ i, ‖s i‖ = 1})
      (-(N : ℝ) / 2) ∧
    IsLeast (pairEnergy '' {s : Fin N → EuclideanSpace ℝ (Fin 2) | IsCollinear s})
      (-((N : ℝ) - 1) / 2) := by
  refine ⟨⟨?_, ?_⟩, ⟨?_, ?_⟩⟩
  · -- the spiral attains the planar bound
    have hs : ∀ i, ‖spiral N i‖ = 1 := fun i => by
      rw [EuclideanSpace.norm_eq]
      simp [spiral, Fin.sum_univ_two]
    exact ⟨spiral N, hs, (pairEnergy_eq_iff _ hs).mpr (spiral_total (by omega))⟩
  · rintro _ ⟨s, hs, rfl⟩
    exact pairEnergy_ge s hs
  · -- the alternating configuration attains the collinear bound
    have he : ‖(EuclideanSpace.single 0 1 : EuclideanSpace ℝ (Fin 2))‖ = 1 := by simp
    refine ⟨alternating N (EuclideanSpace.single 0 1),
      ⟨_, he, fun i => (-1) ^ (i : ℕ), fun i => neg_one_pow_eq_or ℤ (i : ℕ), rfl⟩, ?_⟩
    rw [pairEnergy_alternating he, if_neg (Nat.not_even_iff_odd.mpr hodd)]
  · rintro _ ⟨s, ⟨e, he, σ, hσ, rfl⟩, rfl⟩
    rw [pairEnergy_collinear he σ hσ]
    -- an odd number of signs cannot cancel
    have hdvd : (2 : ℤ) ∣ ∑ i, (σ i - 1) := Finset.dvd_sum fun i _ => by
      rcases hσ i with h | h <;> rw [h] <;> norm_num
    have hM : ∑ i, (σ i - 1) = ∑ i, σ i - (N : ℤ) := by
      simp [Finset.sum_sub_distrib]
    rw [hM] at hdvd
    obtain ⟨m, hm⟩ := hodd
    have hne : ∑ i, σ i ≠ 0 := by omega
    have hsq : (1 : ℤ) ≤ (∑ i, σ i) ^ 2 := by
      have hpos : 0 < (∑ i, σ i) ^ 2 := by positivity
      omega
    have hsq' : (1 : ℝ) ≤ ((∑ i, σ i : ℤ) : ℝ) ^ 2 := by exact_mod_cast hsq
    linarith

end

end FrustratedSpins
```

```lean
#print axioms FrustratedSpins.pairEnergy_ising
-- 'FrustratedSpins.pairEnergy_ising' depends on axioms: [propext, Classical.choice, Quot.sound]
#print axioms FrustratedSpins.pairEnergy_collinear
-- 'FrustratedSpins.pairEnergy_collinear' depends on axioms: [propext, Classical.choice, Quot.sound]
#print axioms FrustratedSpins.frustration_favours_noncollinear
-- 'FrustratedSpins.frustration_favours_noncollinear' depends on axioms: [propext, Classical.choice, Quot.sound]
```

**Q:** Where does this meet Hartree-Fock?

**A:** In the choice between unrestricted and generalised determinants, as far as classical spins with equal couplings represent the molecule. That reduction from the electronic energy to $E$ is the step the theorem leaves to the physics.

In an unrestricted calculation each orbital is purely $\alpha$ or $\beta$, so the spin density points along one axis. Without spin-dependent terms in the Hamiltonian, a density matrix with zero $\alpha\beta$ blocks produces a Fock matrix with zero $\alpha\beta$ blocks, and the iteration stays collinear as long as the occupied orbitals are again chosen purely $\alpha$ or $\beta$. A generalised calculation on a triangle can start from site orbitals with spin part $\cos(\theta/2)\,\alpha+\sin(\theta/2)\,\beta$ and $\theta=0^\circ,120^\circ,240^\circ$. These spins lie in the $xz$ plane and form the spiral for $N=3$.
